# The index of a potential-free Dirac matrix with nonzero mass is the number of large minus small basis functions

Before a Dirac Hamiltonian is diagonalised in a finite basis, one decides how many functions to give the large component and how many the small one. For a particle with nonzero mass and no scalar potential, that choice alone fixes how many more independent solutions lie at $E=m$ than at $E=-m$. This difference is what the title calls the index. Here $m$ is the rest energy, $mc^2$ in ordinary units. If $m>0$ and the small component gets fewer functions, some solutions must sit exactly at the rest energy, however well the functions are shaped.

## The matrix and its levels

```lean
import Mathlib

open Matrix
open scoped ComplexOrder

namespace SupersymmetricDiracIndex

noncomputable section

variable {p q : Type*} [Fintype p] [Fintype q] [DecidableEq p] [DecidableEq q]
```

The letters `p` and `q` stand for two finite sets of labels, one for the large-component basis functions and one for the small. Their sizes, `Fintype.card p` and `Fintype.card q` in Lean, are written $|p|$ and $|q|$ below. Either set may be empty.

```lean
/-- The Dirac matrix `[[m, B], [B†, -m]]` in a basis of large components `p` and
small components `q`. -/
def dirac (B : Matrix p q ℂ) (m : ℝ) : Matrix (p ⊕ q) (p ⊕ q) ℂ :=
  fromBlocks (diagonal fun _ => (m : ℂ)) B Bᴴ (diagonal fun _ => -(m : ℂ))
```

This is the Hamiltonian

$$H=\begin{pmatrix} m & B\\ B^\dagger & -m\end{pmatrix}.$$

The type `Matrix p q ℂ` says that $B$ is a complex matrix with rows labelled by `p` and columns by `q`. `Bᴴ` is its conjugate transpose $B^\dagger$, and `p ⊕ q` is the two basis sets placed side by side.

For a free particle, $B$ holds the matrix elements of $c\,\boldsymbol\sigma\cdot\mathbf p$ between large and small functions, with $\mathbf p$ the momentum operator. A magnetic vector potential changes only $B$, whereas a scalar potential would add terms to the diagonal blocks and spoil this form. The Lean code starts from the matrix. In a calculation, the basis functions of each component must be orthonormal, or have been made so, for $H$ to take this shape.

```lean
/-- The space `ker (H - E)` of solutions of `H x = E x` for the Dirac matrix `H`. -/
def level (B : Matrix p q ℂ) (m E : ℝ) : Submodule ℂ (p ⊕ q → ℂ) :=
  Module.End.eigenspace (dirac B m).mulVecLin (E : ℂ)
```

`level B m E` is the space $\ker(H-E)$, so "level" here names a space of solutions and not an energy. Its complex dimension, `Module.finrank ℂ`, is the degeneracy, which is zero when $E$ is not an eigenvalue. Taking $E$ real loses nothing, because $H$ is Hermitian.

```lean
/-- The Dirac equation `H x = E x` is a pair of coupled equations for the large component `u`
and the small component `v`: `B v = (E - m) u` and `B† u = (E + m) v`. -/
theorem mem_level {B : Matrix p q ℂ} {m E : ℝ} {x : p ⊕ q → ℂ} :
    x ∈ level B m E ↔
      B *ᵥ (x ∘ Sum.inr) = ((E - m : ℝ) : ℂ) • (x ∘ Sum.inl) ∧
      Bᴴ *ᵥ (x ∘ Sum.inl) = ((E + m : ℝ) : ℂ) • (x ∘ Sum.inr) := by
  rw [level, Module.End.mem_eigenspace_iff, mulVecLin_apply, dirac, fromBlocks_mulVec]
  constructor
  · intro h
    constructor
    · ext i
      have hi := congrFun h (Sum.inl i)
      simp only [Sum.elim_inl, Pi.add_apply, mulVec_diagonal, Pi.smul_apply, smul_eq_mul,
        Function.comp_apply] at hi ⊢
      push_cast
      linear_combination hi
    · ext j
      have hj := congrFun h (Sum.inr j)
      simp only [Sum.elim_inr, Pi.add_apply, mulVec_diagonal, Pi.smul_apply, smul_eq_mul,
        Function.comp_apply] at hj ⊢
      push_cast
      linear_combination hj
  · rintro ⟨h1, h2⟩
    ext (i | j)
    · have hi := congrFun h1 i
      simp only [Sum.elim_inl, Pi.add_apply, mulVec_diagonal, Pi.smul_apply, smul_eq_mul,
        Function.comp_apply] at hi ⊢
      push_cast at hi
      linear_combination hi
    · have hj := congrFun h2 j
      simp only [Sum.elim_inr, Pi.add_apply, mulVec_diagonal, Pi.smul_apply, smul_eq_mul,
        Function.comp_apply] at hj ⊢
      push_cast at hj
      linear_combination hj
```

Write $x=(u,v)$, with $u$ the large component (`x ∘ Sum.inl`) and $v$ the small one (`x ∘ Sum.inr`). The two rows of $Hx=Ex$ are $mu+Bv=Eu$ and $B^\dagger u-mv=Ev$, or

$$Bv=(E-m)u,\qquad B^\dagger u=(E+m)v.$$

The symbol `↔` means "if and only if". The proof compares entries, and `linear_combination` moves the mass term across the equals sign.

## Solutions at the two thresholds

```lean
/-- For `m ≠ 0`, the solutions at `E = m` are the vectors with zero small component
whose large component is annihilated by `B†`. -/
theorem mem_level_mass {B : Matrix p q ℂ} {m : ℝ} (hm : m ≠ 0) {x : p ⊕ q → ℂ} :
    x ∈ level B m m ↔ Bᴴ *ᵥ (x ∘ Sum.inl) = 0 ∧ x ∘ Sum.inr = 0 := by
  rw [mem_level, sub_self, Complex.ofReal_zero, zero_smul]
  have h2 : ((m + m : ℝ) : ℂ) ≠ 0 :=
    Complex.ofReal_ne_zero.mpr fun h => hm (by linarith)
  constructor
  · rintro ⟨h, h'⟩
    -- `B B† u = 2 m B v = 0` forces `B† u = 0`
    have hu : Bᴴ *ᵥ (x ∘ Sum.inl) = 0 := by
      rw [← self_mul_conjTranspose_mulVec_eq_zero, ← mulVec_mulVec, h', mulVec_smul, h,
        smul_zero]
    rw [hu] at h'
    exact ⟨hu, (smul_eq_zero.mp h'.symm).resolve_left h2⟩
  · rintro ⟨h, h'⟩
    rw [h, h']
    simp
```

At $E=m$ the equations are $Bv=0$ and $B^\dagger u=2mv$. Applying $B$ to the second gives $BB^\dagger u=2mBv=0$. Then

$$\|B^\dagger u\|^2=u^\dagger BB^\dagger u=0,$$

so $B^\dagger u=0$. What remains is $2mv=0$, and $m\neq0$ gives $v=0$. Conversely, $B^\dagger u=0$ and $v=0$ satisfy both equations. In Lean the norm argument is the library lemma `self_mul_conjTranspose_mulVec_eq_zero`.

```lean
/-- For `m ≠ 0`, the solutions at `E = -m` are the vectors with zero large component
whose small component is annihilated by `B`. -/
theorem mem_level_neg_mass {B : Matrix p q ℂ} {m : ℝ} (hm : m ≠ 0) {x : p ⊕ q → ℂ} :
    x ∈ level B m (-m) ↔ B *ᵥ (x ∘ Sum.inr) = 0 ∧ x ∘ Sum.inl = 0 := by
  rw [mem_level, neg_add_cancel, Complex.ofReal_zero, zero_smul]
  have h2 : ((-m - m : ℝ) : ℂ) ≠ 0 :=
    Complex.ofReal_ne_zero.mpr fun h => hm (by linarith)
  constructor
  · rintro ⟨h, h'⟩
    have hv : B *ᵥ (x ∘ Sum.inr) = 0 := by
      rw [← conjTranspose_mul_self_mulVec_eq_zero, ← mulVec_mulVec, h, mulVec_smul, h',
        smul_zero]
    rw [hv] at h
    exact ⟨hv, (smul_eq_zero.mp h.symm).resolve_left h2⟩
  · rintro ⟨h, h'⟩
    rw [h, h']
    simp
```

At $E=-m$ the roles are exchanged. The equations are $Bv=-2mu$ and $B^\dagger u=0$, so $B^\dagger Bv=-2mB^\dagger u=0$. Hence $\|Bv\|^2=v^\dagger B^\dagger Bv=0$, which gives $Bv=0$ and then $u=0$. The converse is again direct. These solutions have no "large" component at all; the name is only a label for the upper block.

```lean
/-- For `m ≠ 0`, the dimensions of `ker (H - m)` and `ker (H + m)` are the numbers of large and
of small basis functions, each reduced by the rank of `B`. -/
theorem threshold_degeneracies (B : Matrix p q ℂ) {m : ℝ} (hm : m ≠ 0) :
    Module.finrank ℂ (level B m m) + B.rank = Fintype.card p ∧
    Module.finrank ℂ (level B m (-m)) + B.rank = Fintype.card q := by
  -- each threshold space is a kernel of `B†` or `B`, padded by zeros
  let e : level B m m ≃ₗ[ℂ] LinearMap.ker Bᴴ.mulVecLin :=
    { toFun := fun x => ⟨x.1 ∘ Sum.inl, ((mem_level_mass hm).mp x.2).1⟩
      map_add' := fun _ _ => rfl
      map_smul' := fun _ _ => rfl
      invFun := fun u => ⟨Sum.elim u.1 0, (mem_level_mass hm).mpr ⟨u.2, rfl⟩⟩
      left_inv := fun x => Subtype.ext (funext fun k => by
        cases k with
        | inl i => rfl
        | inr j => exact (congrFun ((mem_level_mass hm).mp x.2).2 j).symm)
      right_inv := fun _ => rfl }
  let f : level B m (-m) ≃ₗ[ℂ] LinearMap.ker B.mulVecLin :=
    { toFun := fun x => ⟨x.1 ∘ Sum.inr, ((mem_level_neg_mass hm).mp x.2).1⟩
      map_add' := fun _ _ => rfl
      map_smul' := fun _ _ => rfl
      invFun := fun v => ⟨Sum.elim 0 v.1, (mem_level_neg_mass hm).mpr ⟨v.2, rfl⟩⟩
      left_inv := fun x => Subtype.ext (funext fun k => by
        cases k with
        | inl i => exact (congrFun ((mem_level_neg_mass hm).mp x.2).2 i).symm
        | inr j => rfl)
      right_inv := fun _ => rfl }
  have hp := LinearMap.finrank_range_add_finrank_ker Bᴴ.mulVecLin
  have hq := LinearMap.finrank_range_add_finrank_ker B.mulVecLin
  rw [Module.finrank_fintype_fun_eq_card] at hp hq
  have hr : Bᴴ.rank = B.rank := rank_conjTranspose B
  unfold Matrix.rank at hr ⊢
  rw [e.finrank_eq, f.finrank_eq]
  constructor <;> omega
```

The solutions at $E=m$ are therefore the vectors of $\ker B^\dagger$ padded with zeros, and those at $E=-m$ are the vectors of $\ker B$ padded with zeros. The maps `e` and `f` express this as linear one-to-one correspondences, which preserve dimension. Rank-nullity and $\operatorname{rank}B^\dagger=\operatorname{rank}B$ give

$$\dim\ker(H-m)=|p|-\operatorname{rank}B,\qquad \dim\ker(H+m)=|q|-\operatorname{rank}B.$$

Lean states both as sums, which avoids subtracting natural numbers. The tactic `omega` does the final integer arithmetic.

```lean
/-- Index of the Dirac matrix: for `m ≠ 0`, the dimension of `ker (H - m)` minus that of
`ker (H + m)` is the number of large minus the number of small basis functions. -/
theorem dirac_index (B : Matrix p q ℂ) {m : ℝ} (hm : m ≠ 0) :
    (Module.finrank ℂ (level B m m) : ℤ) - Module.finrank ℂ (level B m (-m)) =
      (Fintype.card p : ℤ) - Fintype.card q := by
  obtain ⟨h1, h2⟩ := threshold_degeneracies B hm
  omega
```

Subtracting the two degeneracies removes the rank:

$$\dim\ker(H-m)-\dim\ker(H+m)=|p|-|q|.$$

The annotation `ℤ` makes this a subtraction of integers, so the result may be negative. The sign of $m$ is free; for $m<0$ the level at $E=m$ is the lower of the two.

This is an index in finite dimension, where it depends only on the basis sizes. For Dirac operators on infinite-dimensional spaces, $|p|-|q|$ has no meaning and the index can carry information about the field.

```lean
/-- At `m = 0` the index formula fails whenever the two basis sets differ in size. -/
theorem massless_index_fails (B : Matrix p q ℂ) (h : Fintype.card p ≠ Fintype.card q) :
    (Module.finrank ℂ (level B 0 0) : ℤ) - Module.finrank ℂ (level B 0 (-0)) ≠
      (Fintype.card p : ℤ) - Fintype.card q := by
  rw [neg_zero, sub_self]
  omega
```

At $m=0$ the two thresholds coincide. The left side is then a number minus itself, so it is zero and cannot equal $|p|-|q|$ when the sizes differ.

## Pairs at opposite energies

```lean
/-- Away from `E = m` and `E = -m`, the degeneracy at `E` is at most that at `-E`. -/
theorem degeneracy_le (B : Matrix p q ℂ) {m E : ℝ} (h1 : E ≠ m) (h2 : E ≠ -m) :
    Module.finrank ℂ (level B m E) ≤ Module.finrank ℂ (level B m (-E)) := by
  have ha : ((E - m : ℝ) : ℂ) ≠ 0 := Complex.ofReal_ne_zero.mpr (sub_ne_zero.mpr h1)
  have hb : ((-(E + m) : ℝ) : ℂ) ≠ 0 :=
    Complex.ofReal_ne_zero.mpr fun h => h2 (by linarith)
  -- rescale the large component by `E - m` and the small one by `-(E + m)`
  let f : level B m E →ₗ[ℂ] level B m (-E) :=
    { toFun := fun x => ⟨Sum.elim (((E - m : ℝ) : ℂ) • (x.1 ∘ Sum.inl))
          (((-(E + m) : ℝ) : ℂ) • (x.1 ∘ Sum.inr)), by
        obtain ⟨hu, hv⟩ := mem_level.mp x.2
        rw [mem_level, Sum.elim_comp_inl, Sum.elim_comp_inr, mulVec_smul, mulVec_smul, hu, hv]
        simp only [smul_smul]
        constructor <;> congr 1 <;> push_cast <;> ring⟩
      map_add' := fun x y => Subtype.ext (funext fun k => by
        cases k <;> exact mul_add _ _ _)
      map_smul' := fun c x => Subtype.ext (funext fun k => by
        cases k <;> exact mul_left_comm _ _ _) }
  refine LinearMap.finrank_le_finrank_of_injective (f := f) fun x y h => ?_
  refine Subtype.ext (funext fun k => ?_)
  have hk := congrFun (congrArg Subtype.val h) k
  cases k with
  | inl i => exact mul_left_cancel₀ ha hk
  | inr j => exact mul_left_cancel₀ hb hk
```

Take a solution $(u,v)$ at $E\neq\pm m$ and rescale its components:

$$u'=(E-m)u,\qquad v'=-(E+m)v.$$

The coupled equations then give

$$Bv'=-(E+m)(E-m)u=(-E-m)u',$$
$$B^\dagger u'=(E-m)(E+m)v=(-E+m)v',$$

which are the equations at energy $-E$. Both factors are nonzero, so different solutions go to different solutions, and the degeneracy at $-E$ is at least that at $E$. In Lean, `f` is this rescaling, and the last lines check that it is injective by cancelling the factors.

```lean
/-- Away from `E = m` and `E = -m`, the energies `E` and `-E` have equal degeneracy. -/
theorem degeneracy_symm (B : Matrix p q ℂ) {m E : ℝ} (h1 : E ≠ m) (h2 : E ≠ -m) :
    Module.finrank ℂ (level B m E) = Module.finrank ℂ (level B m (-E)) := by
  refine le_antisymm (degeneracy_le B h1 h2) ?_
  have h := degeneracy_le B (m := m) (E := -E) (fun h => h2 (by linarith))
    (fun h => h1 (by linarith))
  rwa [neg_neg] at h
```

Using the same inequality with $-E$ in place of $E$ gives the reverse bound, so the degeneracies are equal. Any imbalance between positive and negative energies therefore sits at the thresholds. Here $m=0$ is allowed.

## No level inside the gap

```lean
/-- The squared norm of a complex vector is the sum of its squared moduli. -/
theorem star_dot_self {n : Type*} [Fintype n] (w : n → ℂ) :
    star w ⬝ᵥ w = ((∑ i, Complex.normSq (w i) : ℝ) : ℂ) := by
  rw [dotProduct, Complex.ofReal_sum]
  refine Finset.sum_congr rfl fun i _ => ?_
  rw [Complex.normSq_eq_conj_mul_self]
  rfl
```

For any complex vector, $w^\dagger w=\sum_i|w_i|^2$. In Lean `star w ⬝ᵥ w` is the left side and `Complex.normSq` is the squared modulus.

```lean
/-- Every energy `E` with a nonzero solution of `H x = E x` satisfies `m² ≤ E²`. -/
theorem mass_gap {B : Matrix p q ℂ} {m E : ℝ} {x : p ⊕ q → ℂ}
    (hx : x ∈ level B m E) (h0 : x ≠ 0) : m ^ 2 ≤ E ^ 2 := by
  obtain ⟨h1, h2⟩ := mem_level.mp hx
  -- evaluate `⟨u, B v⟩ = ⟨B† u, v⟩` with the two coupled equations
  have key : star (x ∘ Sum.inl) ⬝ᵥ (B *ᵥ (x ∘ Sum.inr)) =
      star (Bᴴ *ᵥ (x ∘ Sum.inl)) ⬝ᵥ (x ∘ Sum.inr) := by
    rw [star_mulVec, conjTranspose_conjTranspose, dotProduct_mulVec]
  rw [h1, h2, star_smul, dotProduct_smul, smul_dotProduct, star_dot_self, star_dot_self,
    Complex.star_def, Complex.conj_ofReal, smul_eq_mul, smul_eq_mul] at key
  have hU : 0 ≤ ∑ i, Complex.normSq ((x ∘ Sum.inl) i) :=
    Finset.sum_nonneg fun i _ => Complex.normSq_nonneg _
  have hV : 0 ≤ ∑ j, Complex.normSq ((x ∘ Sum.inr) j) :=
    Finset.sum_nonneg fun j _ => Complex.normSq_nonneg _
  have hUz := Finset.sum_eq_zero_iff_of_nonneg (s := Finset.univ)
    (fun i _ => Complex.normSq_nonneg ((x ∘ Sum.inl) i))
  have hVz := Finset.sum_eq_zero_iff_of_nonneg (s := Finset.univ)
    (fun j _ => Complex.normSq_nonneg ((x ∘ Sum.inr) j))
  generalize (∑ i, Complex.normSq ((x ∘ Sum.inl) i)) = U at key hU hUz
  generalize (∑ j, Complex.normSq ((x ∘ Sum.inr) j)) = V at key hV hVz
  have k : (E - m) * U = (E + m) * V := by exact_mod_cast key
  by_contra hlt
  have hgap : 0 < m ^ 2 - E ^ 2 := sub_pos.mpr (not_le.mp hlt)
  -- inside the gap both components would have zero norm
  have eV : (E - m) ^ 2 * U = -((m ^ 2 - E ^ 2) * V) := by linear_combination (E - m) * k
  have eU : (E + m) ^ 2 * V = -((m ^ 2 - E ^ 2) * U) := by linear_combination -(E + m) * k
  have V0 : V = 0 := by
    by_contra hne
    have := mul_pos hgap (lt_of_le_of_ne hV (Ne.symm hne))
    have := mul_nonneg (sq_nonneg (E - m)) hU
    linarith
  have U0 : U = 0 := by
    by_contra hne
    have := mul_pos hgap (lt_of_le_of_ne hU (Ne.symm hne))
    have := mul_nonneg (sq_nonneg (E + m)) hV
    linarith
  apply h0
  ext (i | j)
  · exact Complex.normSq_eq_zero.mp (hUz.mp U0 i (Finset.mem_univ i))
  · exact Complex.normSq_eq_zero.mp (hVz.mp V0 j (Finset.mem_univ j))

end

end SupersymmetricDiracIndex
```

A nonzero solution at energy $E$ requires $m^2\le E^2$, so no eigenvalue lies strictly between $-|m|$ and $|m|$. The hypothesis `h0` excludes the zero vector, which solves the equation at every energy.

Let $U=\|u\|^2$ and $V=\|v\|^2$. Evaluating $u^\dagger(Bv)=(B^\dagger u)^\dagger v$ with the coupled equations gives

$$(E-m)U=(E+m)V.$$

Suppose $E^2<m^2$. Multiplying by $E-m$, and separately by $E+m$, gives

$$(E-m)^2U=-(m^2-E^2)V,\qquad (E+m)^2V=-(m^2-E^2)U.$$

Each left side is at least zero and each right side at most zero. Hence $V=0$ and $U=0$, so $x=0$, a contradiction. In the code `key` is the inner-product identity, `k` is its real form, and `eV` and `eU` are the two multiplied equations.

## Two large functions and one small one

Take $m=1$ and $B=\begin{pmatrix}2\\2\end{pmatrix}$, so that $|p|=2$, $|q|=1$ and $\operatorname{rank}B=1$:

$$H=\begin{pmatrix}1&0&2\\0&1&2\\2&2&-1\end{pmatrix}.$$

The normalised eigenvectors are

- $E=1$: $(1,-1,0)/\sqrt2$
- $E=3$: $(1,1,1)/\sqrt3$
- $E=-3$: $(1,1,-2)/\sqrt6$

The degeneracy is $2-1=1$ at $E=m$ and $1-1=0$ at $E=-m$, and their difference is $|p|-|q|=1$. Rescaling $(1,1,1)$ with the factors $E-m=2$ and $-(E+m)=-4$ gives $(2,2,-4)$, which is proportional to the eigenvector at $-3$. No eigenvalue lies between $-1$ and $1$.

The solution at $E=1$ is the combination of large functions that the single small function fails to couple to. It has no small component and shows no kinetic energy, which is a consequence of the basis sizes here.

```lean
#print axioms SupersymmetricDiracIndex.dirac_index
-- 'SupersymmetricDiracIndex.dirac_index' depends on axioms: [propext, Classical.choice, Quot.sound]
#print axioms SupersymmetricDiracIndex.massless_index_fails
-- 'SupersymmetricDiracIndex.massless_index_fails' depends on axioms: [propext, Classical.choice, Quot.sound]
#print axioms SupersymmetricDiracIndex.degeneracy_symm
-- 'SupersymmetricDiracIndex.degeneracy_symm' depends on axioms: [propext, Classical.choice, Quot.sound]
#print axioms SupersymmetricDiracIndex.mass_gap
-- 'SupersymmetricDiracIndex.mass_gap' depends on axioms: [propext, Classical.choice, Quot.sound]
```
